# The largest energy transfer in an elastic collision with a target at rest

To estimate whether an incoming ion or neutron can knock an atom out of its lattice site, one computes the most energy it can hand over in a single collision and compares that with the atom's displacement threshold. The first number comes from the two masses and the incoming energy alone, provided that the collision is elastic and non-relativistic and that the atom is treated as free and initially at rest. A projectile meeting a target twelve times heavier, for example, can pass on at most 48/169 of its energy, about 28 per cent.

## Two conservation laws

A projectile of mass m₁ > 0 and velocity u meets a target of mass m₂ > 0 at rest. Their final velocities are v₁ and v₂. All velocities are vectors in a real inner-product space, with inner product ⟨·,·⟩ and norm ‖·‖. The kinetic energy of a mass m with velocity v is

T(m, v) = m‖v‖²/2.

Conservation of momentum and of kinetic energy reads

m₁u = m₁v₁ + m₂v₂,

m₁‖u‖²/2 = m₁‖v₁‖²/2 + m₂‖v₂‖²/2.

The second equation stands for a collision that leaves no energy behind in internal excitation, heat or radiation. Two abbreviations are useful:

c = 2m₁/(m₁ + m₂),

f = 4m₁m₂/(m₁ + m₂)².

The claim is that T(m₂, v₂) ≤ f T(m₁, u), with equality exactly when v₂ = cu.

## The recoil relation

Solve the momentum equation for the projectile's final momentum, m₁v₁ = m₁u − m₂v₂, and take the squared norm of both sides:

m₁²‖v₁‖² = m₁²‖u‖² − 2m₁m₂⟨u, v₂⟩ + m₂²‖v₂‖².

Multiply the energy equation by 2m₁:

m₁²‖u‖² = m₁²‖v₁‖² + m₁m₂‖v₂‖².

Adding the two equations cancels ‖u‖² and ‖v₁‖² and leaves

2m₁m₂⟨u, v₂⟩ = m₂(m₁ + m₂)‖v₂‖².

Division by m₂ gives the recoil relation,

(m₁ + m₂)‖v₂‖² = 2m₁⟨u, v₂⟩,

or equivalently ‖v₂‖² = c⟨u, v₂⟩. In the centre-of-mass picture, where the centre of mass moves with velocity cu/2, this says that ‖v₂ − cu/2‖ = ‖cu/2‖: the collision turns the target's relative velocity without changing its length.

## Completing the square

Measure how far v₂ lies from the candidate cu:

‖v₂ − cu‖² = ‖v₂‖² − 2c⟨u, v₂⟩ + c²‖u‖².

By the recoil relation the middle term is −2‖v₂‖², so

‖v₂‖² = c²‖u‖² − ‖v₂ − cu‖².

Multiply by m₂/2 and use m₂c² = 4m₁²m₂/(m₁ + m₂)² = f m₁. The result is an exact energy balance:

T(m₂, v₂) = f T(m₁, u) − T(m₂, v₂ − cu).

The subtracted term is a kinetic energy and so is never negative, which proves the bound. It vanishes exactly when v₂ = cu, which settles the case of equality.

## Head-on and oblique outcomes

A bound is attained only if some collision obeying both laws reaches it. Take

v₁ = (m₁ − m₂)u/(m₁ + m₂),

v₂ = 2m₁u/(m₁ + m₂).

Momentum is conserved because m₁(m₁ − m₂) + 2m₁m₂ = m₁(m₁ + m₂). Energy is conserved because

m₁(m₁ − m₂)² + 4m₁²m₂ = m₁(m₁ + m₂)².

Since v₂ = cu, the target receives exactly the fraction f.

For an oblique collision, let n be a unit vector along the line of impact, the direction in which momentum is exchanged, and write a = ⟨n, u⟩. Set

v₁ = u − (2m₂a/(m₁ + m₂))n,

v₂ = (2m₁a/(m₁ + m₂))n.

The target gains the momentum 2m₁m₂a n/(m₁ + m₂), which is what the projectile loses. For the energy, expand the square of v₁:

m₁‖v₁‖² = m₁‖u‖² − 4m₁m₂a²/(m₁ + m₂) + 4m₁m₂²a²/(m₁ + m₂)².

Adding m₂‖v₂‖² = 4m₁²m₂a²/(m₁ + m₂)² turns the last term into 4m₁m₂a²/(m₁ + m₂), which cancels the middle one. The target's energy is

T(m₂, v₂) = m₂c²a²/2 = f · m₁a²/2,

so the fraction f now applies to the part of the projectile's kinetic energy that belongs to its motion along n.

## When all the energy can be transferred

Let u ≠ 0 and suppose that T(m₂, v₂) = T(m₁, u). The bound then gives f ≥ 1, hence

(m₁ + m₂)² ≤ 4m₁m₂,

which rearranges to (m₁ − m₂)² ≤ 0. The masses are therefore equal. Conversely, equal masses give f = 1, and the head-on collision stops the projectile and passes on all its energy. The condition u ≠ 0 matters: with u = 0 both energies vanish for any masses.

## Collinear does not mean maximal

A mistake slips in readily when the motion is confined to a line. The recoil relation becomes

(m₁ + m₂)v₂² = 2m₁uv₂,

and cancelling v₂ leaves only the head-on answer. The lost root, v₂ = 0 with v₁ = u, is the projectile passing by without interacting. It obeys both conservation laws and keeps all velocities collinear, yet it transfers nothing. An equality criterion saying merely that the final velocities are multiples of u would thus be false for u ≠ 0; the correct one fixes the multiple, v₂ = cu.

## The statement in Lean

The type `V` is any real inner-product space, so the theorems hold on a line, in a plane, in ordinary space and in any other dimension. Masses are real numbers, and their positivity is a hypothesis of the theorems, except that `recoil_relation` assumes it only for m₂. `kineticEnergy m v` is T(m, v), and `transferFraction m₁ m₂` is f.

The predicate `IsElastic m₁ m₂ u₁ u₂ v₁ v₂` contains the two conservation laws and nothing else, with initial velocities before final ones. A target at rest is expressed by putting `0` in the place of `u₂`. No force law or impact parameter appears, so the predicate admits every outcome that the conservation laws allow, including the one in which nothing happens. Which outcome occurs in a given encounter depends on the interaction.

The main theorem, `max_energy_transfer`, takes any such collision and states two things: the bound on the target's final kinetic energy, and the equivalence between equality and `v₂ = (2 * m₁ / (m₁ + m₂)) • u`. `headOn_attains` states that the head-on velocities satisfy `IsElastic` and reach the bound, for every `u`.

In `oblique_transfer` the vector `n` is any unit vector. The theorem shows that the given velocities form an elastic collision; it does not derive them from the contact of two bodies. For smooth hard spheres, n would be the direction joining the centres at contact. `complete_transfer_iff` says that, for `u ≠ 0`, final velocities with complete transfer exist if and only if `m₁ = m₂`.

The description is non-relativistic, and it leaves out thermal motion of the target, its binding to neighbours and inelastic losses. A fast electron striking a nucleus, for instance, needs relativistic kinematics instead.

```lean
import Mathlib

open scoped InnerProductSpace

namespace ElasticEnergyTransfer

noncomputable section

variable {V : Type*} [NormedAddCommGroup V] [InnerProductSpace ℝ V]

/-- The kinetic energy of a particle of mass `m` and velocity `v`. -/
def kineticEnergy (m : ℝ) (v : V) : ℝ := m / 2 * ‖v‖ ^ 2

/-- A two-particle collision with initial velocities `u₁, u₂` and final velocities `v₁, v₂`
that conserves total momentum and total kinetic energy. -/
structure IsElastic (m₁ m₂ : ℝ) (u₁ u₂ v₁ v₂ : V) : Prop where
  momentum : m₁ • u₁ + m₂ • u₂ = m₁ • v₁ + m₂ • v₂
  energy : kineticEnergy m₁ u₁ + kineticEnergy m₂ u₂ =
    kineticEnergy m₁ v₁ + kineticEnergy m₂ v₂

/-- The mass factor `4 m₁ m₂ / (m₁ + m₂)²`. -/
def transferFraction (m₁ m₂ : ℝ) : ℝ := 4 * m₁ * m₂ / (m₁ + m₂) ^ 2

/-- The recoil relation: in an elastic collision with a target at rest, `m₁ + m₂` times the target's
final squared speed equals `2 m₁` times the inner product of the incoming velocity with the target's
final velocity. -/
theorem recoil_relation {m₁ m₂ : ℝ} (hm₂ : 0 < m₂) {u v₁ v₂ : V}
    (h : IsElastic m₁ m₂ u 0 v₁ v₂) :
    (m₁ + m₂) * ‖v₂‖ ^ 2 = 2 * m₁ * ⟪u, v₂⟫_ℝ := by
  have hp := h.momentum
  rw [smul_zero, add_zero] at hp
  have hv : m₁ • v₁ = m₁ • u - m₂ • v₂ := eq_sub_of_add_eq hp.symm
  -- square the projectile's final momentum
  have hn := congrArg (fun w : V => ‖w‖ ^ 2) hv
  simp only [norm_sub_sq_real, norm_smul, mul_pow, Real.norm_eq_abs, sq_abs,
    real_inner_smul_left, real_inner_smul_right] at hn
  have he := h.energy
  simp only [kineticEnergy, norm_zero] at he
  apply mul_left_cancel₀ hm₂.ne'
  linear_combination -hn - 2 * m₁ * he

/-- The target's final kinetic energy equals `4 m₁ m₂ / (m₁ + m₂)²` times the initial energy,
minus the kinetic energy belonging to its velocity deviation from `2 m₁ u / (m₁ + m₂)`. -/
theorem energy_transfer_identity {m₁ m₂ : ℝ} (hm₁ : 0 < m₁) (hm₂ : 0 < m₂) {u v₁ v₂ : V}
    (h : IsElastic m₁ m₂ u 0 v₁ v₂) :
    kineticEnergy m₂ v₂ = transferFraction m₁ m₂ * kineticEnergy m₁ u -
      kineticEnergy m₂ (v₂ - (2 * m₁ / (m₁ + m₂)) • u) := by
  have hM : m₁ + m₂ ≠ 0 := by positivity
  have hr := recoil_relation hm₂ h
  have hc : ⟪v₂, u⟫_ℝ = ⟪u, v₂⟫_ℝ := real_inner_comm _ _
  have hI : 2 * m₁ / (m₁ + m₂) * ⟪u, v₂⟫_ℝ = ‖v₂‖ ^ 2 := by
    rw [div_mul_eq_mul_div, div_eq_iff hM]
    linarith
  have hf : 4 * m₁ * m₂ / (m₁ + m₂) ^ 2 * m₁ = m₂ * (2 * m₁ / (m₁ + m₂)) ^ 2 := by
    rw [div_pow]
    ring
  -- expand the square of the velocity deviation
  simp only [kineticEnergy, transferFraction, norm_sub_sq_real, norm_smul, mul_pow,
    Real.norm_eq_abs, sq_abs, real_inner_smul_right, hc]
  linear_combination -m₂ * hI - ‖u‖ ^ 2 / 2 * hf

/-- In an elastic collision with a target at rest, the target receives at most the fraction
`4 m₁ m₂ / (m₁ + m₂)²` of the initial energy, with equality exactly when its final velocity
is `2 m₁ u / (m₁ + m₂)`. -/
theorem max_energy_transfer {m₁ m₂ : ℝ} (hm₁ : 0 < m₁) (hm₂ : 0 < m₂) {u v₁ v₂ : V}
    (h : IsElastic m₁ m₂ u 0 v₁ v₂) :
    kineticEnergy m₂ v₂ ≤ 4 * m₁ * m₂ / (m₁ + m₂) ^ 2 * kineticEnergy m₁ u ∧
    (kineticEnergy m₂ v₂ = 4 * m₁ * m₂ / (m₁ + m₂) ^ 2 * kineticEnergy m₁ u ↔
      v₂ = (2 * m₁ / (m₁ + m₂)) • u) := by
  have hd := energy_transfer_identity hm₁ hm₂ h
  rw [transferFraction] at hd
  constructor
  · have hpos : 0 ≤ kineticEnergy m₂ (v₂ - (2 * m₁ / (m₁ + m₂)) • u) := by
      unfold kineticEnergy
      positivity
    linarith
  · constructor
    · intro he
      -- equality forces the deviation to carry no energy
      have hz : kineticEnergy m₂ (v₂ - (2 * m₁ / (m₁ + m₂)) • u) = 0 := by linarith
      unfold kineticEnergy at hz
      have h2 := (mul_eq_zero.mp hz).resolve_left (by positivity)
      exact sub_eq_zero.mp (norm_eq_zero.mp ((pow_eq_zero_iff two_ne_zero).mp h2))
    · intro hv
      have hz : kineticEnergy m₂ (v₂ - (2 * m₁ / (m₁ + m₂)) • u) = 0 := by
        rw [hv, sub_self]
        simp [kineticEnergy]
      linarith

/-- The head-on collision, with both final velocities multiples of the incoming one, is elastic and
transfers exactly the fraction `4 m₁ m₂ / (m₁ + m₂)²` of the initial energy. -/
theorem headOn_attains {m₁ m₂ : ℝ} (hm₁ : 0 < m₁) (hm₂ : 0 < m₂) (u : V) :
    IsElastic m₁ m₂ u 0 (((m₁ - m₂) / (m₁ + m₂)) • u) ((2 * m₁ / (m₁ + m₂)) • u) ∧
    kineticEnergy m₂ ((2 * m₁ / (m₁ + m₂)) • u) =
      transferFraction m₁ m₂ * kineticEnergy m₁ u := by
  have hM : m₁ + m₂ ≠ 0 := by positivity
  have hr : (m₁ + m₂) * (m₁ + m₂)⁻¹ = 1 := mul_inv_cancel₀ hM
  have hel : IsElastic m₁ m₂ u 0 (((m₁ - m₂) / (m₁ + m₂)) • u)
      ((2 * m₁ / (m₁ + m₂)) • u) := by
    constructor
    · have hk : m₁ * ((m₁ - m₂) / (m₁ + m₂)) + m₂ * (2 * m₁ / (m₁ + m₂)) = m₁ := by
        linear_combination m₁ * hr
      rw [smul_zero, add_zero, smul_smul, smul_smul, ← add_smul, hk]
    · simp only [kineticEnergy, norm_zero, norm_smul, mul_pow, Real.norm_eq_abs, sq_abs]
      linear_combination
        (-m₁ / 2 * ‖u‖ ^ 2 * ((m₁ + m₂) * (m₁ + m₂)⁻¹ + 1)) * hr
  exact ⟨hel, (max_energy_transfer hm₁ hm₂ hel).2.mpr rfl⟩

/-- For any unit line of impact `n`, exchanging momentum along `n` as shown gives an elastic
collision, and the target receives `4 m₁ m₂ / (m₁ + m₂)²` times the projectile's initial
kinetic energy along `n`. -/
theorem oblique_transfer {m₁ m₂ : ℝ} (hm₁ : 0 < m₁) (hm₂ : 0 < m₂) (u n : V)
    (hn : ‖n‖ = 1) :
    IsElastic m₁ m₂ u 0 (u - (2 * m₂ / (m₁ + m₂) * ⟪n, u⟫_ℝ) • n)
      ((2 * m₁ / (m₁ + m₂) * ⟪n, u⟫_ℝ) • n) ∧
    kineticEnergy m₂ ((2 * m₁ / (m₁ + m₂) * ⟪n, u⟫_ℝ) • n) =
      transferFraction m₁ m₂ * (m₁ / 2 * ⟪n, u⟫_ℝ ^ 2) := by
  have hM : m₁ + m₂ ≠ 0 := by positivity
  have hr : (m₁ + m₂) * (m₁ + m₂)⁻¹ = 1 := mul_inv_cancel₀ hM
  have hc : ⟪u, n⟫_ℝ = ⟪n, u⟫_ℝ := real_inner_comm _ _
  refine ⟨⟨?_, ?_⟩, ?_⟩
  · module
  · simp only [kineticEnergy, norm_zero, norm_sub_sq_real, norm_smul, mul_pow,
      Real.norm_eq_abs, sq_abs, real_inner_smul_right, hn, hc]
    linear_combination (-2 * m₁ * m₂ * ⟪n, u⟫_ℝ ^ 2 * (m₁ + m₂)⁻¹) * hr
  · simp only [kineticEnergy, transferFraction, norm_smul, mul_pow, div_pow,
      Real.norm_eq_abs, sq_abs, hn]
    ring

/-- A moving projectile can hand all its kinetic energy to a target at rest in an elastic
collision if and only if the two masses are equal. -/
theorem complete_transfer_iff {m₁ m₂ : ℝ} (hm₁ : 0 < m₁) (hm₂ : 0 < m₂) {u : V}
    (hu : u ≠ 0) :
    (∃ v₁ v₂ : V, IsElastic m₁ m₂ u 0 v₁ v₂ ∧ kineticEnergy m₂ v₂ = kineticEnergy m₁ u) ↔
      m₁ = m₂ := by
  constructor
  · rintro ⟨v₁, v₂, h, he⟩
    have hb := (max_energy_transfer hm₁ hm₂ h).1
    have hT : 0 < kineticEnergy m₁ u := by
      have hu' : 0 < ‖u‖ := norm_pos_iff.mpr hu
      unfold kineticEnergy
      positivity
    -- the maximal fraction must reach one
    have h1 : 1 ≤ 4 * m₁ * m₂ / (m₁ + m₂) ^ 2 :=
      le_of_mul_le_mul_right (by linarith) hT
    rw [le_div_iff₀ (by positivity)] at h1
    have h2 : (m₁ - m₂) ^ 2 = 0 := le_antisymm (by nlinarith) (sq_nonneg _)
    exact sub_eq_zero.mp ((pow_eq_zero_iff two_ne_zero).mp h2)
  · intro hm
    subst hm
    obtain ⟨hel, he⟩ := headOn_attains hm₁ hm₁ u
    refine ⟨_, _, hel, ?_⟩
    have hf : transferFraction m₁ m₁ = 1 := by
      rw [transferFraction, div_eq_iff (by positivity)]
      ring
    rw [he, hf, one_mul]

end

end ElasticEnergyTransfer
```

```lean
#print axioms ElasticEnergyTransfer.max_energy_transfer
#print axioms ElasticEnergyTransfer.oblique_transfer
#print axioms ElasticEnergyTransfer.complete_transfer_iff
```

```
'ElasticEnergyTransfer.max_energy_transfer' depends on axioms: [propext, Classical.choice, Quot.sound]
'ElasticEnergyTransfer.oblique_transfer' depends on axioms: [propext, Classical.choice, Quot.sound]
'ElasticEnergyTransfer.complete_transfer_iff' depends on axioms: [propext, Classical.choice, Quot.sound]
```

## How the proof follows the derivation

`recoil_relation` begins by rewriting momentum conservation as `m₁ • v₁ = m₁ • u - m₂ • v₂`. Applying the squared norm to both sides, through `congrArg`, and expanding with `norm_sub_sq_real` produces the squared momentum equation, called `hn`. The energy equation is `he`. The goal is first multiplied by m₂, using `mul_left_cancel₀`, because that is the form in which the two equations combine. The last line, `linear_combination -hn - 2 * m₁ * he`, is the elimination done by hand, with the same factor 2m₁ on the energy equation. The theorem assumes positivity of m₂ alone and uses it only to cancel m₂, for which m₂ ≠ 0 would be enough.

`energy_transfer_identity` also assumes an elastic collision with a target initially at rest, though its docstring does not repeat this, and it completes the square. Its step `hI` is the recoil relation in the form c⟨u, v₂⟩ = ‖v₂‖², and `hf` is the mass identity f m₁ = m₂c². After the norm of the deviation v₂ − cu has been expanded, a linear combination of these two facts closes the goal.

In `max_energy_transfer`, `positivity` shows that the deviation's kinetic energy is non-negative, and `linarith` turns the identity into the bound. For the equality case, the same identity forces that energy to be zero. Since m₂/2 is not zero, the squared norm must vanish, then the norm, and then the vector v₂ − cu itself. In the other direction, substituting v₂ = cu makes the deviation zero.

`headOn_attains` checks the two conservation laws by algebra, using `hr`, which says that m₁ + m₂ times its inverse is 1. The energy transfer needs no second computation: the equality criterion of `max_energy_transfer` applies, because the target's velocity is already cu.

`oblique_transfer` has three goals. The tactic `module` proves momentum conservation by comparing the coefficients of u and n. Energy conservation follows from expanding the norms with ‖n‖ = 1 and applying `hr`, which performs the cancellation between the a² terms. The transferred energy is then a matter of `ring`.

`complete_transfer_iff` uses the bound in one direction and the head-on collision in the other. Since u ≠ 0, the incoming energy is strictly positive and can be cancelled, which leaves 1 ≤ f. Clearing the denominator lets `nlinarith` show that (m₁ − m₂)² is at most zero, so it equals zero and the masses agree. For the converse, `subst` identifies the masses, `headOn_attains` supplies the collision, and the remaining calculation is f = 1.
